# A second-order equation for $P/\sqrt B$ from the radial Dirac equations

A differential equation on an interval can be stated for functions that live only there, or for functions on the whole real line that obey it only at chosen points. The second option is taken here. The functions $P$, $Q$, $B$ and $w$ are defined for every real $r$, and the equations are imposed on a set $s$ of positive radii. For the elimination, $s$ is open, so any open interval in $r>0$ qualifies, and the nucleus at $r=0$ is left out. Derivatives are stated with `HasDerivAt`, which says that a derivative exists at a point and has a given value.

```lean
import Mathlib

open Set Filter Topology

namespace RadialDiracElimination

noncomputable section
```

## The coupled equations and the rescaled wave

Let $P$ and $Q$ be the large and small radial components of a Dirac spinor in a central potential, each multiplied by $r$. With a prime for $d/dr$, they obey

$$P'=-\frac{k}{r}P+BQ,\qquad Q'=\frac{k}{r}Q-wP .$$

Here $k$ is the relativistic angular quantum number. Physically it is a nonzero integer, but the theorems allow any real $k$. The functions $B$ and $w$ contain the mass, the energy and the potential, and they are left general for now.

```lean
/-- The radial Dirac equations `P' = -kP/r + BQ` and `Q' = kQ/r - wP` hold at every radius in `s`.
The definition is meant for sets of nonzero radii but does not enforce this. -/
def SolvesRadialDirac (k : ℝ) (B w P Q : ℝ → ℝ) (s : Set ℝ) : Prop :=
  ∀ r ∈ s, HasDerivAt P (-k * P r / r + B r * Q r) r ∧
    HasDerivAt Q (k * Q r / r - w r * P r) r
```

The wave to be studied is $u=P/\sqrt B$, where $B>0$.

```lean
/-- The rescaled large component `u = P/√B`, for `B > 0`. -/
def rescaled (B P : ℝ → ℝ) (r : ℝ) : ℝ := P r / √(B r)
```

The claim is that $u''=Wu$ with

$$W=\frac{k(k+1)}{r^2}-wB+\frac{kB'}{rB}+\frac34\left(\frac{B'}{B}\right)^2-\frac{B''}{2B}.$$

In the code $W$ is `effectivePotential`. The functions `B1` and `B2` stand for $B'$ and $B''$; the theorems tie them to $B$ by hypotheses.

```lean
/-- The coefficient of `u` in the second-order equation, for `r ≠ 0` and `B ≠ 0`;
`B1` and `B2` stand for the first and second derivatives of `B`. -/
def effectivePotential (k : ℝ) (B B1 B2 w : ℝ → ℝ) (r : ℝ) : ℝ :=
  k * (k + 1) / r ^ 2 - w r * B r + k * B1 r / (r * B r)
    + 3 / 4 * (B1 r / B r) ^ 2 - B2 r / (2 * B r)
```

## How $\sqrt B$ passes through a derivative

Since $(\sqrt B)'=B'/(2\sqrt B)$, the quotient rule gives, for any differentiable $f$,

$$\left(\frac{f}{\sqrt B}\right)'=\frac{f'\sqrt B-fB'/(2\sqrt B)}{B}=\frac{1}{\sqrt B}\left(f'-\frac{B'}{2B}f\right).$$

The proof takes the quotient rule from Mathlib. The auxiliary statement `alg` then does the algebra with $S=\sqrt B$ and $B=S^2$, so that no square root remains to be simplified.

```lean
/-- Where `B > 0`, dividing by `√B` turns the derivative `f'` into
`(f' - B' f/(2B))/√B`. -/
theorem hasDerivAt_div_sqrt {B f : ℝ → ℝ} {b f' r : ℝ} (hf : HasDerivAt f f' r)
    (hB : HasDerivAt B b r) (hpos : 0 < B r) :
    HasDerivAt (fun x => f x / √(B x)) ((f' - b / (2 * B r) * f r) / √(B r)) r := by
  have alg : ∀ S β y : ℝ, 0 < S → β = S ^ 2 →
      (f' * S - y * (b / (2 * S))) / S ^ 2 = (f' - b / (2 * β) * y) / S := by
    intro S β y hS hβ
    subst hβ
    field_simp
  have hS : 0 < √(B r) := Real.sqrt_pos.mpr hpos
  exact (hf.fun_div (hB.sqrt hpos.ne') hS.ne').congr_deriv
    (alg _ _ _ hS (Real.sq_sqrt hpos.le).symm)
```

The product rule gives the companion formula, which is needed for the way back from $u$ to $P$ and $Q$:

$$(\sqrt B f)'=\sqrt B\left(f'+\frac{B'}{2B}f\right).$$

```lean
/-- Where `B > 0`, multiplying by `√B` turns the derivative `f'` into
`√B (f' + B' f/(2B))`. -/
theorem hasDerivAt_sqrt_mul {B f : ℝ → ℝ} {b f' r : ℝ} (hf : HasDerivAt f f' r)
    (hB : HasDerivAt B b r) (hpos : 0 < B r) :
    HasDerivAt (fun x => √(B x) * f x) (√(B r) * (f' + b / (2 * B r) * f r)) r := by
  have alg : ∀ S β y : ℝ, 0 < S → β = S ^ 2 →
      b / (2 * S) * y + S * f' = S * (f' + b / (2 * β) * y) := by
    intro S β y hS hβ
    subst hβ
    field_simp
    ring
  exact ((hB.sqrt hpos.ne').fun_mul hf).congr_deriv
    (alg _ _ _ (Real.sqrt_pos.mpr hpos) (Real.sq_sqrt hpos.le).symm)
```

## Eliminating the small component

Differentiate the first Dirac equation:

$$P''=-\frac{k}{r}P'+\frac{k}{r^2}P+B'Q+BQ'.$$

The same equation gives $BQ=P'+kP/r$. Therefore

$$B'Q=\frac{B'}{B}P'+\frac{kB'}{rB}P,\qquad BQ'=\frac{k}{r}P'+\frac{k^2}{r^2}P-wBP.$$

The terms $\mp kP'/r$ cancel, and

$$P''=\left[\frac{k(k+1)}{r^2}-wB+\frac{kB'}{rB}\right]P+\frac{B'}{B}P'.$$

Differentiating an equation requires it to hold in a neighbourhood of the point. The step `he` records this: because $s$ is open, `deriv P` agrees with the right-hand side of the first Dirac equation near $r$. After differentiating, the proof replaces $P'$ in the claimed formula by its value from the first Dirac equation, and `field_simp` and `ring` check that the two expressions agree.

```lean
/-- Elimination of the small component: a radial Dirac solution `P`, `Q` on an open set of positive
radii where `B > 0` is differentiable satisfies `P'' = [k(k+1)/r² - wB + kB'/(rB)] P + (B'/B) P'`.
-/
theorem large_component_equation {k : ℝ} {B B1 w P Q : ℝ → ℝ} {s : Set ℝ}
    (hs : IsOpen s) (hr : ∀ r ∈ s, 0 < r) (hpos : ∀ r ∈ s, 0 < B r)
    (hB : ∀ r ∈ s, HasDerivAt B (B1 r) r) (h : SolvesRadialDirac k B w P Q s) :
    ∀ r ∈ s, HasDerivAt (deriv P)
      ((k * (k + 1) / r ^ 2 - w r * B r + k * B1 r / (r * B r)) * P r
        + B1 r / B r * deriv P r) r := by
  intro r hrs
  have r0 : r ≠ 0 := (hr r hrs).ne'
  have b0 : B r ≠ 0 := (hpos r hrs).ne'
  obtain ⟨hP, hQ⟩ := h r hrs
  -- near r, the derivative of P is the right-hand side of the first Dirac equation
  have he : deriv P =ᶠ[𝓝 r] fun x => -k * P x / x + B x * Q x :=
    eventuallyEq_of_mem (hs.mem_nhds hrs) (fun x hx => (h x hx).1.deriv)
  have hd := ((hP.const_mul (-k)).fun_div (hasDerivAt_id' r) r0).fun_add
    ((hB r hrs).fun_mul hQ)
  refine (hd.congr_of_eventuallyEq he).congr_deriv ?_
  rw [hP.deriv]
  field_simp
  ring
```

## Removing the first derivative

The rescaling rule with $f=P$ gives $u'=N/\sqrt B$, where $N=P'-\frac{B'}{2B}P$. Next,

$$N'=P''-\frac{B'}{2B}P'-\left(\frac{B''}{2B}-\frac{B'^2}{2B^2}\right)P .$$

The rule with $f=N$ then gives

$$u''=\frac{1}{\sqrt B}\left(N'-\frac{B'}{2B}N\right)=\frac{1}{\sqrt B}\left[P''-\frac{B'}{B}P'+\left(\frac34\frac{B'^2}{B^2}-\frac{B''}{2B}\right)P\right].$$

Inserting $P''$ cancels the terms in $P'$ and leaves $u''=Wu$.

The coefficient $\frac34$ is the sum of $\frac12$, from differentiating $B'/(2B)$, and $\frac14$, from the second rescaling. Anyone who treats $B'/(2B)$ as a constant in the second differentiation finds $\frac14$ and loses the $B''$ term.

In the theorem, `hs`, `hr` and `hpos` say that $s$ is open, that its radii are positive and that $B>0$ there; `hB` and `hB1` supply the two derivatives of $B$. The conclusion has two parts: $u$ is differentiable, and `deriv (rescaled B P)` has derivative $Wu$. The first part matters because Lean's `deriv` returns zero where no derivative exists. In the proof, `hu` is the first use of the rescaling rule, `hN` is the derivative of $N$, and the rule is then applied again.

```lean
/-- On an open set of positive radii where `B > 0` is twice differentiable, the rescaled large
component `u = P/√B` of a radial Dirac solution is differentiable and satisfies
`u'' = [k(k+1)/r² - wB + kB'/(rB) + 3(B'/B)²/4 - B''/(2B)] u`. -/
theorem rescaled_equation {k : ℝ} {B B1 B2 w P Q : ℝ → ℝ} {s : Set ℝ}
    (hs : IsOpen s) (hr : ∀ r ∈ s, 0 < r) (hpos : ∀ r ∈ s, 0 < B r)
    (hB : ∀ r ∈ s, HasDerivAt B (B1 r) r) (hB1 : ∀ r ∈ s, HasDerivAt B1 (B2 r) r)
    (h : SolvesRadialDirac k B w P Q s) :
    ∀ r ∈ s, DifferentiableAt ℝ (rescaled B P) r ∧
      HasDerivAt (deriv (rescaled B P))
        (effectivePotential k B B1 B2 w r * rescaled B P r) r := by
  have hP : ∀ x ∈ s, HasDerivAt P (deriv P x) x :=
    fun x hx => (h x hx).1.differentiableAt.hasDerivAt
  have hu : ∀ x ∈ s, HasDerivAt (rescaled B P)
      ((deriv P x - B1 x / (2 * B x) * P x) / √(B x)) x :=
    fun x hx => hasDerivAt_div_sqrt (hP x hx) (hB x hx) (hpos x hx)
  intro r hrs
  refine ⟨(hu r hrs).differentiableAt, ?_⟩
  have r0 : r ≠ 0 := (hr r hrs).ne'
  have b0 : B r ≠ 0 := (hpos r hrs).ne'
  have he : deriv (rescaled B P) =ᶠ[𝓝 r]
      fun x => (deriv P x - B1 x / (2 * B x) * P x) / √(B x) :=
    eventuallyEq_of_mem (hs.mem_nhds hrs) (fun x hx => (hu x hx).deriv)
  -- differentiate the numerator, then use the rescaling rule a second time
  have hN := (large_component_equation hs hr hpos hB h r hrs).fun_sub
    (((hB1 r hrs).fun_div ((hB r hrs).const_mul 2) (mul_ne_zero two_ne_zero b0)).fun_mul
      (hP r hrs))
  refine ((hasDerivAt_div_sqrt hN (hB r hrs) (hpos r hrs)).congr_of_eventuallyEq
    he).congr_deriv ?_
  rw [show effectivePotential k B B1 B2 w r * rescaled B P r
    = effectivePotential k B B1 B2 w r * P r / √(B r) from (mul_div_assoc _ _ _).symm]
  congr 1
  simp only [effectivePotential]
  field_simp
  ring
```

Openness of $s$ is essential. Take $s=\{1\}$, $k=-1$, $B=1$, $w=0$, $Q=0$ and $P=(r-1)^2$. Both Dirac equations hold at $r=1$, since $P$, $P'$, $Q$ and $Q'$ all vanish there, and every other hypothesis is satisfied. Yet $u=P$ has $u''(1)=2$, while $W(1)u(1)=0$.

## Recovering the Dirac pair

Conversely, let $u''=Wu$ and set $P=\sqrt B\,u$. The first Dirac equation then fixes

$$Q=\frac{P'+kP/r}{B}=\frac{G}{\sqrt B},\qquad G=u'+\frac{B'}{2B}u+\frac{k}{r}u .$$

For the second equation, the rescaling rule gives $Q'=\left(G'-\frac{B'}{2B}G\right)/\sqrt B$. Differentiating $G$ and inserting $u''=Wu$, the terms in $B''$ and $B'^2$ cancel, and

$$G'-\frac{B'}{2B}G=\frac{k}{r}\left(u'+\frac{B'}{2B}u+\frac{k}{r}u\right)-wBu=\frac{k}{r}G-wBu .$$

Dividing by $\sqrt B$ yields $Q'=kQ/r-wP$. No solutions are therefore added or lost in passing to the second-order equation. In the code `u1` is $u'$, and $Q$ is written as $\sqrt B\,(G/B)$, so the product form of the rescaling rule applies to both components.

```lean
/-- Converse: at positive radii where `B > 0` is twice differentiable, a solution `u` of the
second-order equation, with derivative `u1`, gives a radial Dirac solution with `P = √B u` and
`Q = √B (u' + B'u/(2B) + ku/r)/B`. -/
theorem dirac_of_rescaled_equation {k : ℝ} {B B1 B2 w u u1 : ℝ → ℝ} {s : Set ℝ}
    (hr : ∀ r ∈ s, 0 < r) (hpos : ∀ r ∈ s, 0 < B r)
    (hB : ∀ r ∈ s, HasDerivAt B (B1 r) r) (hB1 : ∀ r ∈ s, HasDerivAt B1 (B2 r) r)
    (hu : ∀ r ∈ s, HasDerivAt u (u1 r) r)
    (hu1 : ∀ r ∈ s, HasDerivAt u1 (effectivePotential k B B1 B2 w r * u r) r) :
    SolvesRadialDirac k B w (fun r => √(B r) * u r)
      (fun r => √(B r) * ((u1 r + B1 r / (2 * B r) * u r + k * u r / r) / B r)) s := by
  intro r hrs
  have r0 : r ≠ 0 := (hr r hrs).ne'
  have b0 : B r ≠ 0 := (hpos r hrs).ne'
  have s0 : √(B r) ≠ 0 := (Real.sqrt_pos.mpr (hpos r hrs)).ne'
  constructor
  · refine (hasDerivAt_sqrt_mul (hu r hrs) (hB r hrs) (hpos r hrs)).congr_deriv ?_
    beta_reduce
    generalize √(B r) = S at s0 ⊢
    field_simp
    ring
  · have hG := (((hu1 r hrs).fun_add (((hB1 r hrs).fun_div ((hB r hrs).const_mul 2)
      (mul_ne_zero two_ne_zero b0)).fun_mul (hu r hrs))).fun_add
      (((hu r hrs).const_mul k).fun_div (hasDerivAt_id' r) r0)).fun_div (hB r hrs) b0
    refine (hasDerivAt_sqrt_mul hG (hB r hrs) (hpos r hrs)).congr_deriv ?_
    simp only [effectivePotential]
    generalize √(B r) = S at s0 ⊢
    field_simp
    ring
```

## Spin-orbit and Darwin-like terms

For a particle of mass $m$ and energy $E$, with the rest energy subtracted and $\hbar=1$, in a potential $V(r)$, put

$$M=2mc^2+E-V,\qquad B=\frac{M}{c},\qquad w=\frac{E-V}{c},$$

where $c>0$ is the speed of light. Then $B'/B=-V'/M$, $B''/B=-V''/M$ and $wB=2m(E-V)+(E-V)^2/c^2$, so

$$W=\frac{k(k+1)}{r^2}-2m(E-V)-\frac{(E-V)^2}{c^2}-\frac{kV'}{rM}+\frac34\left(\frac{V'}{M}\right)^2+\frac{V''}{2M}.$$

The first two terms are those of the radial Schrödinger equation, and the third is a kinematic correction. The term $-kV'/(rM)$ depends on the sign of $k$ and so distinguishes the two spin-orbit partners; it carries the spin-orbit coupling together with a spin-independent part $V'/(rM)$. That part combines with $V''/(2M)$ to give $\nabla^2V/(2M)$, the Darwin-like term.

The hypothesis `hM` requires $M>0$. This holds, for example, in an attractive potential $V\le 0$ when $E>-2mc^2$; a strongly repulsive potential can violate it. The proof applies the general theorem to this $B$ and $w$ and rearranges the coefficient.

```lean
/-- For a particle of mass `m` and energy `E` (rest energy subtracted, `ħ = 1`, `c > 0`) in a twice
differentiable potential `V`, let `P`, `Q` solve the radial Dirac equations with `B = M/c` and
`w = (E-V)/c` on an open set of positive radii where `M = 2mc² + E - V > 0`. Then `u = P/√B`
satisfies `u'' = [k(k+1)/r² - 2m(E-V) - (E-V)²/c² - kV'/(rM) + 3(V'/M)²/4 + V''/(2M)] u`. -/
theorem rescaled_equation_potential {k m c E : ℝ} {V V1 V2 P Q : ℝ → ℝ} {s : Set ℝ}
    (hs : IsOpen s) (hr : ∀ r ∈ s, 0 < r) (hc : 0 < c)
    (hM : ∀ r ∈ s, 0 < 2 * m * c ^ 2 + E - V r)
    (hV : ∀ r ∈ s, HasDerivAt V (V1 r) r) (hV1 : ∀ r ∈ s, HasDerivAt V1 (V2 r) r)
    (h : SolvesRadialDirac k (fun r => (2 * m * c ^ 2 + E - V r) / c)
      (fun r => (E - V r) / c) P Q s) :
    ∀ r ∈ s, HasDerivAt (deriv (rescaled (fun r => (2 * m * c ^ 2 + E - V r) / c) P))
      ((k * (k + 1) / r ^ 2 - 2 * m * (E - V r) - (E - V r) ^ 2 / c ^ 2
        - k * V1 r / (r * (2 * m * c ^ 2 + E - V r))
        + 3 / 4 * (V1 r / (2 * m * c ^ 2 + E - V r)) ^ 2
        + V2 r / (2 * (2 * m * c ^ 2 + E - V r)))
        * rescaled (fun r => (2 * m * c ^ 2 + E - V r) / c) P r) r := by
  intro r hrs
  have r0 : r ≠ 0 := (hr r hrs).ne'
  have m0 : 2 * m * c ^ 2 + E - V r ≠ 0 := (hM r hrs).ne'
  have key := (rescaled_equation (B1 := fun r => -V1 r / c) (B2 := fun r => -V2 r / c)
    hs hr (fun x hx => div_pos (hM x hx) hc)
    (fun x hx => ((hV x hx).const_sub (2 * m * c ^ 2 + E)).div_const c)
    (fun x hx => (hV1 x hx).fun_neg.div_const c) h r hrs).2
  refine key.congr_deriv ?_
  congr 1
  simp only [effectivePotential]
  field_simp
  ring
```

For one particle in a prescribed local central potential, this shows where the relativistic corrections familiar from atomic electronic-structure work sit in the four-component equations, with no expansion in $1/c$. The coefficient $W$ depends on $E$ nonlinearly, through $(E-V)^2$ and through $M$, so this is not an ordinary eigenvalue problem. Boundary conditions and the existence of bound states are not treated.

## A Coulomb solution with $k=-1$

In units $m=c=\hbar=1$, take $V=-\alpha/r$ and $E=\gamma-1$ with $\alpha>0$ and $\gamma^2+\alpha^2=1$. Here $\alpha$ is the Coulomb coupling strength, the nuclear charge number times the fine-structure constant. Then $B=1+\gamma+\alpha/r$ and $w=\gamma-1+\alpha/r$. Try

$$P=r^\gamma e^{-\alpha r},\qquad Q=qP,\qquad q=\frac{\gamma-1}{\alpha}.$$

Since $P'=(\gamma/r-\alpha)P$, comparing powers of $r$ in both Dirac equations leaves only

$$(1+\gamma)q=-\alpha,\qquad \alpha q=\gamma-1 .$$

The second relation is the definition of $q$, and the first follows from $\gamma^2-1=-\alpha^2$. They are `hq2` and `hq` in the proof. Also $\gamma^2<1$ gives $1+\gamma>0$, hence $B>0$ for all $r>0$.

For $0<\alpha<1$ and $\gamma>0$ this is the hydrogen-like ground state, unnormalised. Multiplying both components by

$$\left[\frac{(1+\gamma)(2\alpha)^{2\gamma+1}}{2\,\Gamma(2\gamma+1)}\right]^{1/2}$$

makes $\int_0^\infty(P^2+Q^2)\,dr=1$, where $\Gamma$ is the gamma function; this factor comes from a direct integration and plays no part in the theorem.

```lean
/-- Coulomb instance in units `m = c = ħ = 1`: for `α > 0` and `γ² + α² = 1`, the pair
`P = r^γ exp(-αr)`, `Q = ((γ-1)/α) P` solves the radial Dirac equations with `k = -1`,
`B = 1 + γ + α/r` and `w = γ - 1 + α/r` at all `r > 0`, and `B` is positive there. -/
theorem solvesRadialDirac_witness {α γ : ℝ} (hα : 0 < α) (hγ : γ ^ 2 + α ^ 2 = 1) :
    SolvesRadialDirac (-1) (fun r => 1 + γ + α / r) (fun r => γ - 1 + α / r)
      (fun r => r ^ γ * Real.exp (-α * r))
      (fun r => (γ - 1) / α * (r ^ γ * Real.exp (-α * r))) (Ioi 0) ∧
    ∀ r ∈ Ioi (0 : ℝ), 0 < 1 + γ + α / r := by
  have hq : (1 + γ) * ((γ - 1) / α) = -α := by
    rw [← mul_div_assoc, div_eq_iff hα.ne']
    linear_combination hγ
  have hq2 : α * ((γ - 1) / α) = γ - 1 := by field_simp
  constructor
  · intro r hr
    have r0 : r ≠ 0 := (mem_Ioi.mp hr).ne'
    have hF : HasDerivAt (fun x : ℝ => x ^ γ * Real.exp (-α * x))
        ((γ / r - α) * (r ^ γ * Real.exp (-α * r))) r := by
      refine ((Real.hasDerivAt_rpow_const (p := γ) (Or.inl r0)).fun_mul
        ((hasDerivAt_id' r).const_mul (-α)).exp).congr_deriv ?_
      rw [Real.rpow_sub_one r0]
      ring
    -- the two equations reduce to the relations hq and hq2 between the amplitudes
    generalize (γ - 1) / α = q at hq hq2 ⊢
    constructor
    · refine hF.congr_deriv ?_
      linear_combination (-(r ^ γ * Real.exp (-α * r))) * hq
        - (r ^ γ * Real.exp (-α * r)) / r * hq2
    · refine (hF.const_mul q).congr_deriv ?_
      linear_combination (r ^ γ * Real.exp (-α * r)) / r * hq
        - (r ^ γ * Real.exp (-α * r)) * hq2
  · intro r hr
    have h1 : 0 < α / r := div_pos hα hr
    have h2 : 0 < 1 + γ := by nlinarith [sq_nonneg (1 + γ), pow_pos hα 2]
    linarith

end

end RadialDiracElimination
```

```lean
#print axioms RadialDiracElimination.dirac_of_rescaled_equation
#print axioms RadialDiracElimination.rescaled_equation_potential
```

```
'RadialDiracElimination.dirac_of_rescaled_equation' depends on axioms: [propext, Classical.choice, Quot.sound]
'RadialDiracElimination.rescaled_equation_potential' depends on axioms: [propext, Classical.choice, Quot.sound]
```
